# All no-jump modes decay exactly when no eigenvector of the Hamiltonian is annihilated by every jump

A quantum-jump simulation that evolves a state until its norm falls to a random threshold can wait forever if part of the state never jumps. For a finite-dimensional system with Hermitian $H$ and finitely many jump matrices $L_k$, the theorems below tell when the no-jump generator has a mode that does not decay.

```lean
import Mathlib

open Matrix

namespace NoJumpDecay

noncomputable section

variable {n ι : Type*} [Fintype n] [Fintype ι]

/-- The squared norm of a state vector. -/
def weight (v : n → ℂ) : ℝ := ∑ i, Complex.normSq (v i)

/-- The generator `K = iH + (1/2) ∑ L_k† L_k` of the evolution without jumps, `ψ' = -K ψ`. -/
def noJumpGenerator (H : Matrix n n ℂ) (L : ι → Matrix n n ℂ) : Matrix n n ℂ :=
  Complex.I • H + (1 / 2 : ℂ) • ∑ k, (L k)ᴴ * L k

/-- Every eigenvalue of the no-jump generator has strictly positive real part. -/
def AllModesDecay (H : Matrix n n ℂ) (L : ι → Matrix n n ℂ) : Prop :=
  ∀ (μ : ℂ) (v : n → ℂ), v ≠ 0 → noJumpGenerator H L *ᵥ v = μ • v → 0 < μ.re

/-- An eigenvector of the Hamiltonian that is annihilated by every jump matrix. -/
def JumpFreeEigenvector (H : Matrix n n ℂ) (L : ι → Matrix n n ℂ) (v : n → ℂ) : Prop :=
  v ≠ 0 ∧ (∃ E : ℂ, H *ᵥ v = E • v) ∧ ∀ k, L k *ᵥ v = 0

/-- The inner product of a state vector with itself is its squared norm. -/
theorem star_dot_self (v : n → ℂ) : star v ⬝ᵥ v = (weight v : ℂ) := by
  unfold weight dotProduct
  rw [Complex.ofReal_sum]
  refine Finset.sum_congr rfl fun i _ => ?_
  rw [Complex.normSq_eq_conj_mul_self]
  rfl

/-- The squared norm is nonnegative, and it vanishes only for the zero vector. -/
theorem weight_nonneg_and_eq_zero (v : n → ℂ) : 0 ≤ weight v ∧ (weight v = 0 → v = 0) := by
  refine ⟨Finset.sum_nonneg fun i _ => Complex.normSq_nonneg _, fun h => ?_⟩
  have h' := (Finset.sum_eq_zero_iff_of_nonneg
    (fun i _ => Complex.normSq_nonneg (v i))).mp h
  funext i
  exact Complex.normSq_eq_zero.mp (h' i (Finset.mem_univ i))

/-- The no-jump generator acts on a state as `iH` plus half the sum of all `L_k† L_k`. -/
theorem noJumpGenerator_mulVec (H : Matrix n n ℂ) (L : ι → Matrix n n ℂ) (v : n → ℂ) :
    noJumpGenerator H L *ᵥ v =
      Complex.I • (H *ᵥ v) + (1 / 2 : ℂ) • ∑ k, (L k)ᴴ *ᵥ (L k *ᵥ v) := by
  classical
  have hs : ∀ s : Finset ι, (∑ k ∈ s, (L k)ᴴ * L k) *ᵥ v
      = ∑ k ∈ s, (L k)ᴴ *ᵥ (L k *ᵥ v) := by
    intro s
    induction s using Finset.induction_on with
    | empty => simp
    | insert a s ha ih =>
      rw [Finset.sum_insert ha, Finset.sum_insert ha, Matrix.add_mulVec, ih,
        Matrix.mulVec_mulVec]
  rw [noJumpGenerator, Matrix.add_mulVec, Matrix.smul_mulVec, Matrix.smul_mulVec, hs]

/-- For Hermitian `H` and any vector `v`, the real part of `⟨v, K v⟩` is half of `∑ ‖L_k v‖²`. -/
theorem re_expectation {H : Matrix n n ℂ} (hH : H.IsHermitian) (L : ι → Matrix n n ℂ)
    (v : n → ℂ) :
    (star v ⬝ᵥ noJumpGenerator H L *ᵥ v).re = 1 / 2 * ∑ k, weight (L k *ᵥ v) := by
  -- the energy expectation is real
  have hE : star (star v ⬝ᵥ H *ᵥ v) = star v ⬝ᵥ H *ᵥ v := by
    rw [← Matrix.star_dotProduct, Matrix.star_mulVec, hH.eq, ← Matrix.dotProduct_mulVec]
  have him : (star v ⬝ᵥ H *ᵥ v).im = 0 := Complex.conj_eq_iff_im.mp hE
  -- each jump contributes the squared norm of the state after the jump
  have hJ : star v ⬝ᵥ (∑ k, (L k)ᴴ *ᵥ (L k *ᵥ v))
      = ((∑ k, weight (L k *ᵥ v) : ℝ) : ℂ) := by
    rw [dotProduct_sum, Complex.ofReal_sum]
    refine Finset.sum_congr rfl fun k _ => ?_
    rw [← star_dot_self, Matrix.star_mulVec, ← Matrix.dotProduct_mulVec]
  have hhalf : (1 / 2 : ℂ) = ((1 / 2 : ℝ) : ℂ) := by norm_num
  rw [noJumpGenerator_mulVec, dotProduct_add, dotProduct_smul, dotProduct_smul, hJ, hhalf,
    smul_eq_mul, smul_eq_mul, ← Complex.ofReal_mul, Complex.add_re, Complex.ofReal_re,
    Complex.I_mul_re, him, neg_zero, zero_add]

/-- For Hermitian `H`, if `K v = μ v`, then the real part of `μ` times the squared norm of `v` is
half of `∑ ‖L_k v‖²`. -/
theorem re_eigenvalue {H : Matrix n n ℂ} (hH : H.IsHermitian) (L : ι → Matrix n n ℂ)
    {μ : ℂ} {v : n → ℂ} (hv : noJumpGenerator H L *ᵥ v = μ • v) :
    μ.re * weight v = 1 / 2 * ∑ k, weight (L k *ᵥ v) := by
  have h := re_expectation hH L v
  rwa [hv, dotProduct_smul, smul_eq_mul, star_dot_self, Complex.re_mul_ofReal] at h

/-- **No-jump decay criterion.** For Hermitian `H`, every eigenvalue of `K = iH + (1/2) ∑ L_k† L_k`
has strictly positive real part if and only if no eigenvector of `H` is annihilated by all jumps. -/
theorem allModesDecay_iff {H : Matrix n n ℂ} (hH : H.IsHermitian) (L : ι → Matrix n n ℂ) :
    AllModesDecay H L ↔ ¬ ∃ v, JumpFreeEigenvector H L v := by
  constructor
  · rintro hd ⟨v, hv0, ⟨E, hE⟩, hL⟩
    -- a jump-free eigenvector of H is an eigenvector of K that does not decay
    have hK : noJumpGenerator H L *ᵥ v = (Complex.I * E) • v := by
      rw [noJumpGenerator_mulVec, hE, smul_smul]
      simp [hL]
    have hre := re_eigenvalue hH L hK
    have hz : ∑ k, weight (L k *ᵥ v) = 0 :=
      Finset.sum_eq_zero fun k _ => by rw [hL k]; simp [weight]
    rw [hz, mul_zero] at hre
    rcases mul_eq_zero.mp hre with h | h
    · exact absurd h (hd _ v hv0 hK).ne'
    · exact hv0 ((weight_nonneg_and_eq_zero v).2 h)
  · intro hno μ v hv0 hK
    by_contra hneg
    have hre := re_eigenvalue hH L hK
    have hnn : ∀ k ∈ Finset.univ, 0 ≤ weight (L k *ᵥ v) :=
      fun k _ => (weight_nonneg_and_eq_zero _).1
    have hle : μ.re * weight v ≤ 0 :=
      mul_nonpos_of_nonpos_of_nonneg (not_lt.mp hneg) (weight_nonneg_and_eq_zero v).1
    -- without decay the total jump rate vanishes, hence every single jump does
    have hz : ∑ k, weight (L k *ᵥ v) = 0 :=
      le_antisymm (by linarith) (Finset.sum_nonneg hnn)
    have hL : ∀ k, L k *ᵥ v = 0 := fun k =>
      (weight_nonneg_and_eq_zero _).2
        ((Finset.sum_eq_zero_iff_of_nonneg hnn).mp hz k (Finset.mem_univ k))
    have hI : Complex.I • (H *ᵥ v) = μ • v := by
      rw [← hK, noJumpGenerator_mulVec]
      simp [hL]
    refine hno ⟨v, hv0, ⟨-Complex.I * μ, ?_⟩, hL⟩
    rw [mul_smul, ← hI, smul_smul]
    simp

/-- For Hermitian `H`, all modes decay if and only if the zero vector is the only `v` with `L_k H^m
v = 0` for every jump `k` and every power `m`. -/
theorem allModesDecay_iff_powers [DecidableEq n] {H : Matrix n n ℂ} (hH : H.IsHermitian)
    (L : ι → Matrix n n ℂ) :
    AllModesDecay H L ↔
      ∀ v : n → ℂ, (∀ (m : ℕ) (k : ι), L k *ᵥ (H ^ m *ᵥ v) = 0) → v = 0 := by
  rw [allModesDecay_iff hH]
  constructor
  · intro hno v hv
    by_contra hv0
    -- the vectors that H never brings to a jump form an H-invariant subspace
    let W : Submodule ℂ (n → ℂ) :=
      { carrier := {x | ∀ (m : ℕ) (k : ι), L k *ᵥ (H ^ m *ᵥ x) = 0}
        zero_mem' := fun m k => by simp
        add_mem' := fun {a b} ha hb m k => by
          rw [Matrix.mulVec_add, Matrix.mulVec_add, ha m k, hb m k, add_zero]
        smul_mem' := fun c x hx m k => by
          rw [Matrix.mulVec_smul, Matrix.mulVec_smul, hx m k, smul_zero] }
    have hW : ∀ x ∈ W, H.mulVecLin x ∈ W := by
      intro x hx
      change ∀ (m : ℕ) (k : ι), L k *ᵥ (H ^ m *ᵥ (H *ᵥ x)) = 0
      intro m k
      have h : L k *ᵥ (H ^ (m + 1) *ᵥ x) = 0 := hx (m + 1) k
      rwa [pow_succ, ← Matrix.mulVec_mulVec] at h
    have hnt : Nontrivial W :=
      ⟨⟨⟨v, hv⟩, 0, fun h => hv0 (congrArg Subtype.val h)⟩⟩
    -- so H has an eigenvector inside it
    obtain ⟨E, hE⟩ := Module.End.exists_eigenvalue (H.mulVecLin.restrict hW)
    obtain ⟨w, hw⟩ := hE.exists_hasEigenvector
    refine hno ⟨w.1, fun h => hw.2 (Subtype.ext h),
      ⟨E, congrArg Subtype.val hw.apply_eq_smul⟩, fun k => ?_⟩
    have h : L k *ᵥ (H ^ 0 *ᵥ w.1) = 0 := w.2 0 k
    rwa [pow_zero, Matrix.one_mulVec] at h
  · rintro h ⟨v, hv0, ⟨E, hE⟩, hL⟩
    have hp : ∀ m : ℕ, H ^ m *ᵥ v = E ^ m • v := by
      intro m
      induction m with
      | zero => simp
      | succ m ih =>
        rw [pow_succ, ← Matrix.mulVec_mulVec, hE, Matrix.mulVec_smul, ih, smul_smul,
          pow_succ, mul_comm]
    exact hv0 (h v fun m k => by rw [hp, Matrix.mulVec_smul, hL, smul_zero])

/-- A two-level system with coupling `Ω` and a single jump of amplitude `g` from the second
level to the first: all modes decay if and only if both `Ω` and `g` are nonzero. -/
theorem driven_two_level (Ω : ℝ) (g : ℂ) :
    AllModesDecay !![0, (Ω : ℂ); (Ω : ℂ), 0] (fun _ : Fin 1 => !![0, g; 0, 0]) ↔
      Ω ≠ 0 ∧ g ≠ 0 := by
  have hH : (!![0, (Ω : ℂ); (Ω : ℂ), 0]).IsHermitian := by
    ext i j
    fin_cases i <;> fin_cases j <;> simp [Matrix.conjTranspose_apply]
  rw [allModesDecay_iff hH]
  constructor
  · intro hno
    constructor
    · rintro rfl
      -- without drive the first level is stationary and jump-free
      refine hno ⟨![1, 0], fun h => by simpa using congrFun h 0, ⟨0, ?_⟩, fun _ => ?_⟩ <;>
        (ext i; fin_cases i <;> simp [Matrix.mulVec, dotProduct, Fin.sum_univ_succ])
    · rintro rfl
      refine hno ⟨![1, 1], fun h => by simpa using congrFun h 0, ⟨Ω, ?_⟩, fun _ => ?_⟩ <;>
        (ext i; fin_cases i <;> simp [Matrix.mulVec, dotProduct, Fin.sum_univ_succ])
  · rintro ⟨hΩ, hg⟩ ⟨v, hv0, ⟨E, hE⟩, hL⟩
    have h1 : g * v 1 = 0 := by
      have h := congrFun (hL 0) 0
      simpa only [Matrix.mulVec, dotProduct, Fin.sum_univ_two, Matrix.of_apply,
        Matrix.cons_val_zero, Matrix.cons_val_one, zero_mul, zero_add, Pi.zero_apply] using h
    have hv1 : v 1 = 0 := (mul_eq_zero.mp h1).resolve_left hg
    have h0 : (Ω : ℂ) * v 0 = E * v 1 := by
      have h := congrFun hE 1
      simpa only [Matrix.mulVec, dotProduct, Fin.sum_univ_two, Matrix.of_apply,
        Matrix.cons_val_zero, Matrix.cons_val_one, zero_mul, add_zero, Pi.smul_apply,
        smul_eq_mul] using h
    rw [hv1, mul_zero] at h0
    have hv00 : v 0 = 0 := (mul_eq_zero.mp h0).resolve_left (Complex.ofReal_ne_zero.mpr hΩ)
    apply hv0
    ext i
    fin_cases i
    · exact hv00
    · exact hv1

end

end NoJumpDecay
```

```lean
#print axioms NoJumpDecay.allModesDecay_iff
#print axioms NoJumpDecay.allModesDecay_iff_powers
#print axioms NoJumpDecay.driven_two_level
```

```
'NoJumpDecay.allModesDecay_iff' depends on axioms: [propext, Classical.choice, Quot.sound]
'NoJumpDecay.allModesDecay_iff_powers' depends on axioms: [propext, Classical.choice, Quot.sound]
'NoJumpDecay.driven_two_level' depends on axioms: [propext, Classical.choice, Quot.sound]
```

## Decay without jumps as a condition on eigenvectors

Between jumps the unnormalised state obeys $\psi'=-K\psi$, in units with $\hbar=1$, where

$$K=iH+\tfrac12\sum_k L_k^\dagger L_k .$$

This is `noJumpGenerator`. The rates are absorbed into the $L_k$, and both $H$ and the $L_k$ are constant in time. States are complex vectors on the finite index set `n`, and `weight v` is $\|v\|^2$.

`AllModesDecay` says that every eigenvalue $\mu$ of $K$ has $\operatorname{Re}\mu>0$. `JumpFreeEigenvector` describes a nonzero $v$ with $Hv=Ev$ and $L_kv=0$ for all $k$; superpositions within a degenerate level count too. The number $E$ is allowed to be complex, but Hermiticity makes it real. The main theorem, `allModesDecay_iff`, states that all modes decay if and only if no such $v$ exists.

The theorem concerns eigenvalues, not trajectories; that positive real parts make $\|\psi(t)\|^2$, which for a normalised initial state is the probability of no jump up to time $t$, tend to zero is a standard fact about linear differential equations, which the file does not formalise.

## The jump rate fixes the real part

Take the expectation of $K$ in any vector $v$:

$$\langle v,Kv\rangle=i\langle v,Hv\rangle+\tfrac12\sum_k\langle v,L_k^\dagger L_kv\rangle .$$

Since $H$ is Hermitian, $\langle v,Hv\rangle$ is real and the first term is purely imaginary. Each term of the sum is $\langle L_kv,L_kv\rangle=\|L_kv\|^2$. Therefore

$$\operatorname{Re}\langle v,Kv\rangle=\tfrac12\sum_k\|L_kv\|^2 ,$$

which is `re_expectation`. In its proof, `him` records the real energy and `hJ` the jump terms. If $Kv=\mu v$, the left side equals $\operatorname{Re}\mu\,\|v\|^2$, which gives `re_eigenvalue`. For a normalised eigenvector, $\operatorname{Re}\mu$ is half the total jump rate.

Suppose that $v\neq0$ is an eigenvector of $K$ with $\operatorname{Re}\mu\le0$. Then $\operatorname{Re}\mu\,\|v\|^2\le0$, while the sum of squares is nonnegative. The sum is therefore zero, and every $L_kv$ vanishes. What remains of the eigenvalue equation is $iHv=\mu v$, so $Hv=-i\mu v$ and $v$ is a jump-free eigenvector of $H$.

Conversely, if $Hv=Ev$ and all $L_kv=0$, then $Kv=iEv$. The same identity gives $\operatorname{Re}(iE)\,\|v\|^2=0$. Since $v\neq0$, this mode does not decay. These two arguments are the two halves of the Lean proof, in reverse order.

In the smallest nontrivial case, a single level, $H=E$ and $L_k=\ell_k$ are numbers and $K=iE+\tfrac12\sum_k|\ell_k|^2$. The mode decays exactly when some $\ell_k$ is nonzero.

## A test with powers of the Hamiltonian

`allModesDecay_iff_powers` replaces the search for eigenvectors by linear equations: all modes decay if and only if

$$L_kH^mv=0\ \text{ for all } k \text{ and } m\ge0\quad\Longrightarrow\quad v=0 .$$

The solutions of these equations form a subspace $W$. If $x\in W$, then $L_kH^m(Hx)=L_kH^{m+1}x=0$, so $Hx\in W$. If $W$ is nonzero, $H$ restricted to it has an eigenvector $w$, because the space is complex and finite-dimensional. The equation with $m=0$ gives $L_kw=0$, so $w$ is jump-free. In the other direction, a jump-free eigenvector satisfies $L_kH^mv=E^mL_kv=0$ and is a nonzero solution. For a system of dimension $d$, the powers $m<d$ are enough by the Cayley–Hamilton theorem, so the test is finite; the file does not formalise this last remark.

## A driven two-level system

`driven_two_level` takes

$$H=\begin{pmatrix}0&\Omega\\\Omega&0\end{pmatrix},\qquad L=\begin{pmatrix}0&g\\0&0\end{pmatrix},$$

with real coupling $\Omega$, no detuning, and a jump from level 1 to level 0. For an atom driven by an oscillating field, this is the Hamiltonian in the frame rotating with the field, in the rotating-wave approximation, which makes it constant in time. All modes decay if and only if $\Omega\neq0$ and $g\neq0$.

- If $\Omega=0$, the state $(1,0)$ is stationary and never jumps.
- If $g=0$, there are no jumps at all, and $(1,1)/\sqrt2$ is an eigenvector of $H$ with energy $\Omega$. Lean uses the unnormalised $(1,1)$.
- If both are nonzero, $Lv=0$ gives $gv_1=0$, so $v_1=0$. The second row of $Hv=Ev$ then reads $\Omega v_0=Ev_1=0$, so $v_0=0$ and no jump-free eigenvector exists.
